# Existence, uniqueness and stability of harmonically restrained charge fits at fixed total charge

Let A be a real m × n matrix taking the charges q of n atoms to the electrostatic potential at m grid points, b the reference potential, q0 target charges, Q the total charge and λ the restraint strength. With |x| the Euclidean length, define

    cost(q) = |Aq − b|² + λ|q − q0|²

and call q a fit if Σ_i q_i = Q and no vector with that sum has lower cost. For n ≥ 1 and λ > 0 there is exactly one fit, and fits q, q′ to data b, b′ satisfy

    |q′ − q| ≤ |b′ − b| / (2√λ),

with equality in an explicit family. For λ = 0 fits exist when n ≥ 1, and if v is a unit vector with Σ_i v_i = 0 and |Av| = s > 0, the data change (ε/s)Av, of length |ε| for real ε, shifts the set of fits by (ε/s)v, of length |ε|/s.

This bears on the point charges that force fields take from a quantum-chemical potential, for a harmonic restraint of the same strength on every atom, a single total-charge constraint and a fixed geometry and grid. The RESP scheme as commonly used has a hyperbolic restraint, leaves hydrogen atoms unrestrained and may equalise equivalent atoms; the cost treated below has none of these features. The failure examples attached to each hypothesis are arguments on paper, not Lean theorems.

## Finite, real and linear

The types `m` and `n` index grid points and atoms, and i runs over atoms. For point charges, in atomic units, the entries of A are inverse atom–point distances, but the theorems take any real matrix, apart from the sharpness example, which fixes A to be √λ times the identity with one grid point per atom. In the other theorems the grid may be empty except where s > 0 excludes it.

```lean
import Mathlib

open Matrix Finset

namespace RestrainedChargeFit

noncomputable section

variable {m n : Type*} [Fintype m] [Fintype n]
```

`len` is |x| = √(x·x), with equal weight on every entry; `lam` is λ.

```lean
/-- Euclidean length of a vector of charges or of potential values. -/
def len (x : n → ℝ) : ℝ := Real.sqrt (x ⬝ᵥ x)

/-- Squared misfit of the potential `A q` to the data `b`, plus a harmonic restraint of
strength `lam` towards the target charges `q0`. -/
def cost (A : Matrix m n ℝ) (b : m → ℝ) (lam : ℝ) (q0 q : n → ℝ) : ℝ :=
  (A *ᵥ q - b) ⬝ᵥ (A *ᵥ q - b) + lam * ((q - q0) ⬝ᵥ (q - q0))
```

For a displacement d of the charges, the slope is half the directional derivative of the cost:

    slope(q, d) = (Aq − b)·Ad + λ(q − q0)·d

```lean
/-- Half of the part of the cost change that is linear in a displacement `d` of `q`. -/
def slope (A : Matrix m n ℝ) (b : m → ℝ) (lam : ℝ) (q0 q d : n → ℝ) : ℝ :=
  (A *ᵥ q - b) ⬝ᵥ (A *ᵥ d) + lam * ((q - q0) ⬝ᵥ d)
```

`IsFit` asks for a global minimum on the plane Σ_i q_i = Q. The targets q0 need not lie in that plane.

```lean
/-- The charges `q` add up to `Q` and minimise the cost among all charges adding up to `Q`. -/
def IsFit (A : Matrix m n ℝ) (b : m → ℝ) (lam : ℝ) (q0 : n → ℝ) (Q : ℝ) (q : n → ℝ) : Prop :=
  ∑ i, q i = Q ∧ ∀ p : n → ℝ, ∑ i, p i = Q → cost A b lam q0 q ≤ cost A b lam q0 p
```

Two elementary facts, x·x ≥ 0 and |cx| = |c||x| for real c, are used throughout.

```lean
/-- The squared length of a vector is nonnegative. -/
theorem dot_self_nonneg (x : n → ℝ) : 0 ≤ x ⬝ᵥ x :=
  Finset.sum_nonneg fun i _ => mul_self_nonneg (x i)

/-- Scaling a vector by `c` scales its length by `|c|`. -/
theorem len_smul (c : ℝ) (x : n → ℝ) : len (c • x) = |c| * len x := by
  unfold len
  rw [smul_dotProduct, dotProduct_smul, smul_eq_mul, smul_eq_mul, ← mul_assoc,
    Real.sqrt_mul (mul_self_nonneg c), Real.sqrt_mul_self_eq_abs]
```

Linearity gives A(q + d) − b = (Aq − b) + Ad, and q + d − q0 = (q − q0) + d. Expanding both squares,

    cost(q + d) = cost(q) + 2 slope(q, d) + |Ad|² + λ|d|².

These two rewritings are `h1` and `h2` in `cost_add`, which holds for every real λ. A hyperbolic restraint would spoil the exactness of this expansion.

```lean
/-- Exact second-order expansion of the cost in a displacement `d` of the charges. -/
theorem cost_add (A : Matrix m n ℝ) (b : m → ℝ) (lam : ℝ) (q0 q d : n → ℝ) :
    cost A b lam q0 (q + d) = cost A b lam q0 q + 2 * slope A b lam q0 q d
      + ((A *ᵥ d) ⬝ᵥ (A *ᵥ d) + lam * (d ⬝ᵥ d)) := by
  have h1 : A *ᵥ (q + d) - b = (A *ᵥ q - b) + A *ᵥ d := by rw [mulVec_add]; abel
  have h2 : q + d - q0 = (q - q0) + d := by abel
  unfold cost slope
  rw [h1, h2]
  simp only [add_dotProduct, dotProduct_add]
  rw [dotProduct_comm (A *ᵥ d) (A *ᵥ q - b), dotProduct_comm d (q - q0)]
  ring
```

## λ ≥ 0: the restraint does not repel

For λ ≥ 0, q is a fit exactly when Σ_i q_i = Q and slope(q, d) = 0 for every charge-conserving d, meaning Σ_i d_i = 0. Put g = slope(q, d) and c = |Ad|² + λ|d|². The hypothesis enters as c ≥ 0.

If q is a fit, q + td is admissible for all real t, so

    0 ≤ 2tg + t²c.

Choosing t = −g/(c + 1), so that g = −t(c + 1), turns the right side into −t²(c + 2). Hence t = 0 and g = 0. Conversely, for admissible p take d = p − q; its sum vanishes, so cost(p) = cost(q) + c ≥ cost(q).

In the proof `hlam` yields `hc`, the statement c ≥ 0. The parabola argument is `key`, and the converse ends in `linarith [hc (p - q)]`. With λ < 0, A = 0, two atoms and q0 summing to Q, the point q0 is stationary but maximises the cost, which is unbounded below.

```lean
/-- For `lam ≥ 0`, `q` is a fit exactly when it has total charge `Q` and the slope vanishes
along every charge-conserving displacement. -/
theorem isFit_iff_stationary {A : Matrix m n ℝ} {b : m → ℝ} {lam : ℝ} {q0 q : n → ℝ} {Q : ℝ}
    (hlam : 0 ≤ lam) : IsFit A b lam q0 Q q ↔
      ∑ i, q i = Q ∧ ∀ d : n → ℝ, ∑ i, d i = 0 → slope A b lam q0 q d = 0 := by
  have hc : ∀ d : n → ℝ, 0 ≤ (A *ᵥ d) ⬝ᵥ (A *ᵥ d) + lam * (d ⬝ᵥ d) := fun d =>
    add_nonneg (dot_self_nonneg _) (mul_nonneg hlam (dot_self_nonneg _))
  -- a parabola through the origin that is never negative has zero slope
  have key : ∀ g c : ℝ, 0 ≤ c → (∀ t, 0 ≤ 2 * (t * g) + t ^ 2 * c) → g = 0 := by
    intro g c hc h
    have hc1 : c + 1 ≠ 0 := by positivity
    obtain ⟨t, ht⟩ : ∃ t, g = -(t * (c + 1)) := ⟨-g / (c + 1), by field_simp⟩
    have h1 := h t
    rw [ht] at h1
    have h2 : t ^ 2 ≤ 0 := by nlinarith [mul_nonneg (sq_nonneg t) hc]
    have ht0 : t = 0 := (pow_eq_zero_iff two_ne_zero).1 (le_antisymm h2 (sq_nonneg t))
    rw [ht, ht0]
    ring
  constructor
  · rintro ⟨hq, hmin⟩
    refine ⟨hq, fun d hd => key _ _ (hc d) fun t => ?_⟩
    have h := hmin (q + t • d) (by simp [Finset.sum_add_distrib, ← Finset.mul_sum, hd, hq])
    rw [cost_add] at h
    simp only [slope, mulVec_smul, dotProduct_smul, smul_dotProduct, smul_eq_mul] at h ⊢
    nlinarith [h]
  · rintro ⟨hq, hst⟩
    refine ⟨hq, fun p hp => ?_⟩
    have e : q + (p - q) = p := by abel
    have h := cost_add A b lam q0 q (p - q)
    rw [e, hst (p - q) (by simp [Finset.sum_sub_distrib, hp, hq])] at h
    linarith [hc (p - q)]
```

## λ > 0, with A, q0 and Q shared

For λ > 0 the quadratic part |Ad|² + λ|d|² of the cost change is positive for every nonzero displacement d, including those the grid cannot see. Both fits use the same geometry, targets and total charge. Write q′ = q + d and b′ = b + e. The common Q gives Σ_i d_i = 0, so d may be inserted in both stationarity conditions:

    (Aq − b)·Ad + λ(q − q0)·d = 0
    (Aq + Ad − b − e)·Ad + λ(q + d − q0)·d = 0

On subtraction q0 cancels, leaving

    λ|d|² = e·Ad − |Ad|².

From 0 ≤ |e − 2Ad|² = |e|² − 4 e·Ad + 4|Ad|² the right side is at most |e|²/4. Thus 4λ|d|² ≤ |e|², and taking roots and dividing by 2√λ > 0 gives the bound.

In `fit_stability` the zero sum is `hd`, the two conditions are `h1` and `h2`, the square is `h3`, and `key` is the quadratic inequality. Strict positivity appears only in the final division, through `hs`. At λ = 0 Lean's quotient by zero would be 0, and the bound would wrongly forbid any change of the fit. With different total charges the fits differ even when b′ = b. The bound is independent of A; it concerns sensitivity to the data and says nothing about the bias that the restraint introduces.

```lean
/-- For `lam > 0`, fits to two data sets differ by at most `|b' - b| / (2 √lam)`. -/
theorem fit_stability {A : Matrix m n ℝ} {b b' : m → ℝ} {lam Q : ℝ} {q0 q q' : n → ℝ}
    (hlam : 0 < lam) (h : IsFit A b lam q0 Q q) (h' : IsFit A b' lam q0 Q q') :
    len (q' - q) ≤ len (b' - b) / (2 * Real.sqrt lam) := by
  obtain ⟨d, rfl⟩ : ∃ d, q' = q + d := ⟨q' - q, by abel⟩
  obtain ⟨e, rfl⟩ : ∃ e, b' = b + e := ⟨b' - b, by abel⟩
  have hd : ∑ i, d i = 0 := by
    have h0 := h'.1
    simp only [Pi.add_apply, Finset.sum_add_distrib] at h0
    linarith [h.1]
  have h1 := ((isFit_iff_stationary hlam.le).1 h).2 d hd
  have h2 := ((isFit_iff_stationary hlam.le).1 h').2 d hd
  simp only [slope, mulVec_add, sub_dotProduct, add_dotProduct] at h1 h2
  -- lam |d|² = e·Ad - |Ad|² ≤ |e|²/4, from |e - 2Ad|² ≥ 0
  have h3 := dot_self_nonneg (e - (2 : ℝ) • (A *ᵥ d))
  simp only [sub_dotProduct, dotProduct_sub, smul_dotProduct, dotProduct_smul,
    smul_eq_mul] at h3
  have h4 := dotProduct_comm (A *ᵥ d) e
  have key : 4 * lam * (d ⬝ᵥ d) ≤ e ⬝ᵥ e := by nlinarith
  have hs := Real.sqrt_pos.2 hlam
  rw [add_sub_cancel_left, add_sub_cancel_left, le_div_iff₀ (by positivity)]
  unfold len
  refine le_trans (le_abs_self _) (Real.abs_le_sqrt ?_)
  rw [mul_pow, mul_pow, Real.sq_sqrt (dot_self_nonneg d), Real.sq_sqrt hlam.le]
  linarith
```

## n ≥ 1: at least one atom

`[Nonempty n]` is needed for existence: with no atoms the sum of charges is 0, and no fit exists for Q ≠ 0. Let L = AᵀA + λI, with I the identity, and let 𝟏 be the vector with all entries 1. Then

    Lx·d = Ax·Ad + λ x·d,
    slope(q, d) = (Lq − Aᵀb − λq0)·d.

If Lx·x ≤ 0 then λ|x|² ≤ 0, so x = 0; this is the second use of λ > 0. Hence L is injective and, in finite dimension, surjective. Solve

    Lx = Aᵀb + λq0,   Ly = 𝟏.

Here Ly·d = Σ_i d_i for any d, in particular Ly·y = Σ_i y_i. Were this zero, y would vanish and 𝟏 = 0, which is false once there is an atom. So t = (Q − Σ_i x_i)/Σ_i y_i is defined, q = x + ty has total charge Q, and slope(q, d) = t Σ_i d_i = 0 for charge-conserving d. The number t is the Lagrange multiplier for half the cost. Uniqueness is the stability bound with b′ = b.

`restrained_fit` states `∃! q, IsFit A b lam q0 Q q` together with the bound for all b′, q and q′. The steps are `hL`, `hpos`, `hinj`, `hsurj` and `hone`; the atom is used in `hsy`, where `Classical.arbitrary n` picks an entry at which 0 = 1 fails. For one atom the fit is q = Q and never moves.

```lean
/-- With at least one atom and `lam > 0` the fit with total charge `Q` exists and is unique,
and a change of the data moves it by at most `|b' - b| / (2 √lam)`. -/
theorem restrained_fit [Nonempty n] (A : Matrix m n ℝ) (b : m → ℝ) {lam : ℝ} (hlam : 0 < lam)
    (q0 : n → ℝ) (Q : ℝ) : (∃! q, IsFit A b lam q0 Q q) ∧
      ∀ b' q q', IsFit A b lam q0 Q q → IsFit A b' lam q0 Q q' →
        len (q' - q) ≤ len (b' - b) / (2 * Real.sqrt lam) := by
  refine ⟨existsUnique_of_exists_of_unique ?_ fun q' q h' h => ?_,
    fun b' q q' h h' => fit_stability hlam h h'⟩
  · have hT : ∀ (w : m → ℝ) (d : n → ℝ), (Aᵀ *ᵥ w) ⬝ᵥ d = w ⬝ᵥ A *ᵥ d := by
      intro w d
      rw [mulVec_transpose, dotProduct_mulVec]
    -- the normal operator L = AᵀA + lam is injective, hence surjective
    obtain ⟨L, hL⟩ : ∃ L : (n → ℝ) →ₗ[ℝ] (n → ℝ),
        ∀ x d, L x ⬝ᵥ d = (A *ᵥ x) ⬝ᵥ (A *ᵥ d) + lam * (x ⬝ᵥ d) := by
      refine ⟨Aᵀ.mulVecLin ∘ₗ A.mulVecLin + lam • LinearMap.id, fun x d => ?_⟩
      show (Aᵀ *ᵥ (A *ᵥ x) + lam • x) ⬝ᵥ d = _
      rw [add_dotProduct, smul_dotProduct, smul_eq_mul, hT]
    have hpos : ∀ x, L x ⬝ᵥ x ≤ 0 → x = 0 := by
      intro x hx
      rw [hL] at hx
      have h0 : x ⬝ᵥ x ≤ 0 := by nlinarith [dot_self_nonneg (A *ᵥ x)]
      exact dotProduct_self_eq_zero.1 (le_antisymm h0 (dot_self_nonneg x))
    have hinj : Function.Injective L :=
      (injective_iff_map_eq_zero L).2 fun x hx => hpos x (by simp [hx])
    have hsurj := LinearMap.injective_iff_surjective.1 hinj
    obtain ⟨x, hx⟩ := hsurj (Aᵀ *ᵥ b + lam • q0)
    obtain ⟨y, hy⟩ := hsurj (fun _ => 1)
    have hone : ∀ d, L y ⬝ᵥ d = ∑ i, d i := by
      intro d
      rw [hy]
      simp [dotProduct]
    have hsy : ∑ i, y i ≠ 0 := by
      intro h0
      have hy0 : y = 0 := hpos y ((hone y).trans h0).le
      rw [hy0, map_zero] at hy
      simpa using congrFun hy (Classical.arbitrary n)
    -- the Lagrange multiplier t adjusts the total charge
    obtain ⟨t, ht⟩ : ∃ t, t * ∑ i, y i = Q - ∑ i, x i :=
      ⟨(Q - ∑ i, x i) / ∑ i, y i, div_mul_cancel₀ _ hsy⟩
    refine ⟨x + t • y, (isFit_iff_stationary hlam.le).2 ⟨?_, fun d hd => ?_⟩⟩
    · simp only [Pi.add_apply, Pi.smul_apply, smul_eq_mul, Finset.sum_add_distrib,
        ← Finset.mul_sum]
      linarith
    · have h1 := hL (x + t • y) d
      rw [map_add, map_smul, add_dotProduct, smul_dotProduct, hone, hd, hx, add_dotProduct,
        hT, smul_dotProduct] at h1
      simp only [smul_eq_mul, mul_zero] at h1
      unfold slope
      rw [sub_dotProduct, sub_dotProduct]
      linarith
  · have h1 := fit_stability hlam h h'
    have h0 : len (0 : m → ℝ) = 0 := by simp [len]
    rw [sub_self, h0, zero_div] at h1
    have h2 : (q' - q) ⬝ᵥ (q' - q) ≤ 0 :=
      Real.sqrt_eq_zero'.1 (le_antisymm h1 (Real.sqrt_nonneg _))
    exact sub_eq_zero.1 (dotProduct_self_eq_zero.1 (le_antisymm h2 (dot_self_nonneg _)))
```

## A = √λ I and a zero-sum data change

These hypotheses describe a test case rather than a Coulomb matrix: as many data points as atoms, each seeing one charge. Try q′ = q + ke with a real k and Σ_i e_i = 0, which preserves Q. The slope for data b + e is

    slope(q, d) + (2λk − √λ) e·d,

which vanishes for k = 1/(2√λ). By uniqueness this is the fit, and |q′ − q| = |e|/(2√λ). With two or more atoms e can be nonzero, so no smaller constant serves all matrices; with one atom e = 0 and both sides vanish.

In `fit_stability_sharp`, `he` is used for the total charge in `hfit`, `linear_combination` checks the displayed identity, and `[Nonempty n]` serves the call to `restrained_fit`. A nonzero constant e is orthogonal to every Ad with zero-sum d, so the fit stays put and the inequality is strict.

```lean
/-- For `A = √lam · 1` and a data change `e` of zero sum the stability bound is attained. -/
theorem fit_stability_sharp [Nonempty n] [DecidableEq n] {lam Q : ℝ} (hlam : 0 < lam)
    {b e q0 q q' : n → ℝ} (he : ∑ i, e i = 0)
    (h : IsFit (diagonal fun _ => Real.sqrt lam) b lam q0 Q q)
    (h' : IsFit (diagonal fun _ => Real.sqrt lam) (b + e) lam q0 Q q') :
    len (q' - q) = len e / (2 * Real.sqrt lam) := by
  have hs := Real.sqrt_pos.2 hlam
  have hc := Real.mul_self_sqrt hlam.le
  have hA : ∀ x : n → ℝ, (diagonal fun _ => Real.sqrt lam) *ᵥ x = Real.sqrt lam • x := by
    intro x
    ext i
    rw [mulVec_diagonal, Pi.smul_apply, smul_eq_mul]
  obtain ⟨k, hkdef⟩ : ∃ k, k = 1 / (2 * Real.sqrt lam) := ⟨_, rfl⟩
  have hk : k * Real.sqrt lam = 1 / 2 := by rw [hkdef]; field_simp
  have hk0 : 0 < k := by rw [hkdef]; positivity
  have hfit : IsFit (diagonal fun _ => Real.sqrt lam) (b + e) lam q0 Q (q + k • e) := by
    refine (isFit_iff_stationary hlam.le).2 ⟨?_, fun d hd => ?_⟩
    · simp [Finset.sum_add_distrib, ← Finset.mul_sum, he, h.1]
    · have h1 := ((isFit_iff_stationary hlam.le).1 h).2 d hd
      simp only [slope, hA, sub_dotProduct, add_dotProduct, smul_dotProduct, dotProduct_smul,
        smul_eq_mul] at h1 ⊢
      linear_combination h1 + 2 * Real.sqrt lam * (e ⬝ᵥ d) * hk - k * (e ⬝ᵥ d) * hc
  have hq' := (restrained_fit _ (b + e) hlam q0 Q).1.unique h' hfit
  rw [hq', add_sub_cancel_left, len_smul, abs_of_pos hk0, hkdef]
  ring
```

## λ = 0: no restraint

The targets q0 drop out and L may be singular, so existence takes another route. Let p_i = Q/n, which uses n ≥ 1, and let K be the subspace of potentials Ad with Σ_i d_i = 0. Project b − Ap orthogonally on K, obtaining Ad. Then (b − Ap − Ad)·Au = 0 for every zero-sum u, which is stationarity of p + d.

`exists_fit_unrestrained` builds `K` inside `EuclideanSpace ℝ m`, where the projection is available; `hn` is n ≠ 0 and `h'` is the orthogonality. Uniqueness is not claimed: if a nonzero zero-sum vector has vanishing potential, any multiple of it can be added to a fit.

```lean
/-- With at least one atom, the unrestrained problem `lam = 0` has a fit. -/
theorem exists_fit_unrestrained [Nonempty n] (A : Matrix m n ℝ) (b : m → ℝ) (q0 : n → ℝ)
    (Q : ℝ) : ∃ q, IsFit A b 0 q0 Q q := by
  have hn : (Fintype.card n : ℝ) ≠ 0 := Nat.cast_ne_zero.2 Fintype.card_ne_zero
  obtain ⟨p, hp⟩ : ∃ p : n → ℝ, ∑ i, p i = Q := ⟨fun _ => Q / Fintype.card n, by
    simp only [Finset.sum_const, Finset.card_univ, nsmul_eq_mul]
    field_simp⟩
  -- project the residual on the potentials of neutral charge displacements
  let K : Submodule ℝ (EuclideanSpace ℝ m) :=
    { carrier := {y | ∃ d : n → ℝ, ∑ i, d i = 0 ∧ y.ofLp = A *ᵥ d}
      add_mem' := by
        rintro y z ⟨d, hd, hy⟩ ⟨d', hd', hz⟩
        exact ⟨d + d', by simp [Finset.sum_add_distrib, hd, hd'], by simp [mulVec_add, hy, hz]⟩
      zero_mem' := ⟨0, by simp, by simp⟩
      smul_mem' := by
        rintro c y ⟨d, hd, hy⟩
        exact ⟨c • d, by simp [← Finset.mul_sum, hd], by simp [mulVec_smul, hy]⟩ }
  have : CompleteSpace K := FiniteDimensional.complete ℝ K
  obtain ⟨w, hwK, ho⟩ := Submodule.HasOrthogonalProjection.exists_orthogonal (K := K)
    (WithLp.toLp 2 (b - A *ᵥ p))
  obtain ⟨d, hd, hw⟩ : ∃ d : n → ℝ, ∑ i, d i = 0 ∧ w.ofLp = A *ᵥ d := hwK
  refine ⟨p + d, (isFit_iff_stationary le_rfl).2
    ⟨by simp [Finset.sum_add_distrib, hp, hd], fun u hu => ?_⟩⟩
  have hm : WithLp.toLp 2 (A *ᵥ u) ∈ K := ⟨u, hu, rfl⟩
  have h := (Submodule.mem_orthogonal K _).1 ho _ hm
  rw [EuclideanSpace.inner_eq_star_dotProduct] at h
  have h' : (b - A *ᵥ p - A *ᵥ d) ⬝ᵥ (A *ᵥ u) = 0 := by simpa [hw] using h
  simp only [slope, mulVec_add, sub_dotProduct, add_dotProduct, zero_mul] at h' ⊢
  linarith
```

## The direction v: zero sum, unit length, |Av| = s > 0

The vector v is a normalised charge transfer between atoms and s is the size of the potential it produces; small s describes a transfer barely visible on the grid, as may happen for buried atoms. The residual is unchanged,

    A(q + (ε/s)v) − (b + (ε/s)Av) = Aq − b,

so at λ = 0 all slopes agree, and Σ_i v_i = 0 keeps the total charge. Therefore q + (ε/s)v is a fit for the new data exactly when q is a fit for b. Scaling gives |(ε/s)Av| = (|ε|/s)s = |ε| and |(ε/s)v| = |ε|/s.

In `unrestrained_shift`, `eps` is ε. The hypothesis `hv0` enters only `hsum`, and without it the shifted charges leave the plane of total charge Q when ε ≠ 0. The equality of slopes `hsl`, which follows from the unchanged residual at λ = 0, uses none of the hypotheses on v and s. `hs` fixes the first length and `hv1` the second, which would otherwise read |ε||v|/s; `hpos` serves both, and s = 0 is the invisible transfer of the non-unique case. A unit zero-sum v requires at least two atoms. The number s need not be a singular value of A, and when fits are not unique the theorem translates the whole set without measuring the distance between arbitrarily chosen members.

```lean
/-- For `lam = 0` and a unit zero-sum `v` with `|A v| = s > 0`, the data change `(eps/s) A v`
has length `|eps|` and shifts the set of fits by `(eps/s) v`, of length `|eps| / s`. -/
theorem unrestrained_shift (A : Matrix m n ℝ) (b : m → ℝ) (q0 v : n → ℝ) (Q s eps : ℝ)
    (hv0 : ∑ i, v i = 0) (hv1 : len v = 1) (hs : len (A *ᵥ v) = s) (hpos : 0 < s) :
    len ((eps / s) • (A *ᵥ v)) = |eps| ∧ len ((eps / s) • v) = |eps| / s ∧
      ∀ q, IsFit A (b + (eps / s) • (A *ᵥ v)) 0 q0 Q (q + (eps / s) • v) ↔
        IsFit A b 0 q0 Q q := by
  refine ⟨?_, ?_, fun q => ?_⟩
  · rw [len_smul, hs, abs_div, abs_of_pos hpos]
    field_simp
  · rw [len_smul, hv1, abs_div, abs_of_pos hpos, mul_one]
  · have hsum : ∑ i, (q + (eps / s) • v) i = ∑ i, q i := by
      simp [Finset.sum_add_distrib, ← Finset.mul_sum, hv0]
    -- the residual is unchanged
    have hsl : ∀ d, slope A (b + (eps / s) • (A *ᵥ v)) 0 q0 (q + (eps / s) • v) d
        = slope A b 0 q0 q d := by
      intro d
      simp only [slope, mulVec_add, mulVec_smul, add_sub_add_right_eq_sub, zero_mul]
    rw [isFit_iff_stationary le_rfl, isFit_iff_stationary le_rfl, hsum]
    simp only [hsl]

end

end RestrainedChargeFit
```

```lean
#print axioms RestrainedChargeFit.restrained_fit
#print axioms RestrainedChargeFit.fit_stability_sharp
#print axioms RestrainedChargeFit.exists_fit_unrestrained
#print axioms RestrainedChargeFit.unrestrained_shift
```

```
'RestrainedChargeFit.restrained_fit' depends on axioms: [propext, Classical.choice, Quot.sound]
'RestrainedChargeFit.fit_stability_sharp' depends on axioms: [propext, Classical.choice, Quot.sound]
'RestrainedChargeFit.exists_fit_unrestrained' depends on axioms: [propext, Classical.choice, Quot.sound]
'RestrainedChargeFit.unrestrained_shift' depends on axioms: [propext, Classical.choice, Quot.sound]
```
